# A density matrix idempotent at one time stays idempotent under $P'=-i[F(t),P]$ with continuous $F$

For one electron in two orbitals, write the density matrix as $P=\tfrac12(1+\mathbf s\cdot\boldsymbol\sigma)$ and the mean-field Hamiltonian, up to a multiple of the identity that drops out of the commutator, as $F=\tfrac12\,\mathbf w(t)\cdot\boldsymbol\sigma$, with real vectors $\mathbf s,\mathbf w$ and the Pauli matrices $\boldsymbol\sigma$: the equation of motion $P'=-i[F,P]$ becomes $\mathbf s'=\mathbf w\times\mathbf s$, which keeps the length of $\mathbf s$, and $P^2=P$ holds exactly when $|\mathbf s|=1$. The Lean file below proves that idempotency persists in the same way for any finite number of orbitals and any continuous matrix function $F(t)$, Hermitian or not.

```lean
import Mathlib

open Matrix

namespace MeanFieldIdempotency

noncomputable section

-- An auxiliary matrix norm, used for derivatives and estimates.
attribute [local instance] Matrix.linftyOpNormedRing Matrix.linftyOpNormedAlgebra

variable {n : Type*} [Fintype n] [DecidableEq n]

/-- The right-hand side `-i[F, P]` of the mean-field equation of motion. -/
def vonNeumannRate (F P : Matrix n n ℂ) : Matrix n n ℂ :=
  (-Complex.I) • (F * P - P * F)

/-- The density matrix `P(t)` obeys `P' = -i[F(t), P]` at every real time. -/
def ObeysVonNeumann (F P : ℝ → Matrix n n ℂ) : Prop :=
  ∀ t, HasDerivAt P (vonNeumannRate (F t) (P t)) t

/-- The density matrix of an `N`-electron determinant in an orthonormal basis:
Hermitian, idempotent and of trace `N`. -/
structure IsDeterminantDensity (N : ℕ) (P : Matrix n n ℂ) : Prop where
  hermitian : Pᴴ = P
  idempotent : P * P = P
  trace_eq : P.trace = N

/-- The rate `-i[F, ·]` obeys the Leibniz rule on products. -/
theorem vonNeumannRate_mul (F X Y : Matrix n n ℂ) :
    vonNeumannRate F (X * Y) = vonNeumannRate F X * Y + X * vonNeumannRate F Y := by
  unfold vonNeumannRate
  rw [smul_mul_assoc, mul_smul_comm, ← smul_add]
  congr 1
  noncomm_ring

/-- The rate `-i[F, X]` is bounded in norm by `2 ‖F‖ ‖X‖`. -/
theorem norm_vonNeumannRate_le (F X : Matrix n n ℂ) :
    ‖vonNeumannRate F X‖ ≤ 2 * ‖F‖ * ‖X‖ := by
  rw [vonNeumannRate, norm_smul, norm_neg, Complex.norm_I, one_mul]
  calc ‖F * X - X * F‖ ≤ ‖F * X‖ + ‖X * F‖ := norm_sub_le _ _
    _ ≤ ‖F‖ * ‖X‖ + ‖X‖ * ‖F‖ := add_le_add (norm_mul_le _ _) (norm_mul_le _ _)
    _ = 2 * ‖F‖ * ‖X‖ := by ring

/-- For continuous `F(t)`, two solutions of the equation of motion that agree at one time
agree at all times. -/
theorem solution_unique {F P Q : ℝ → Matrix n n ℂ} (hF : Continuous F)
    (hP : ObeysVonNeumann F P) (hQ : ObeysVonNeumann F Q) {t₀ : ℝ}
    (h₀ : P t₀ = Q t₀) (t : ℝ) : P t = Q t := by
  -- `F` is bounded on a compact interval around both times
  obtain ⟨C, hC⟩ := (isCompact_Icc (a := min t t₀ - 1)
    (b := max t t₀ + 1)).exists_bound_of_continuousOn hF.continuousOn
  have hlip : ∀ s ∈ Set.Ioo (min t t₀ - 1) (max t t₀ + 1),
      LipschitzOnWith (Real.toNNReal (2 * C)) (vonNeumannRate (F s)) Set.univ := by
    intro s hs
    apply LipschitzWith.lipschitzOnWith
    apply LipschitzWith.of_dist_le_mul
    intro X Y
    have hsub : vonNeumannRate (F s) X - vonNeumannRate (F s) Y
        = vonNeumannRate (F s) (X - Y) := by
      unfold vonNeumannRate
      rw [← smul_sub]
      congr 1
      noncomm_ring
    rw [dist_eq_norm, dist_eq_norm, hsub]
    have hb : 2 * ‖F s‖ ≤ (Real.toNNReal (2 * C) : ℝ) :=
      le_trans (by linarith [hC s ⟨hs.1.le, hs.2.le⟩]) (Real.le_coe_toNNReal (2 * C))
    exact (norm_vonNeumannRate_le _ _).trans
      (mul_le_mul_of_nonneg_right hb (norm_nonneg _))
  -- uniqueness for Lipschitz differential equations
  exact ODE_solution_unique_of_mem_Ioo (v := fun s => vonNeumannRate (F s))
    (s := fun _ => Set.univ) hlip
    (t₀ := t₀) ⟨by linarith [min_le_right t t₀], by linarith [le_max_right t t₀]⟩
    (fun s _ => ⟨hP s, Set.mem_univ _⟩) (fun s _ => ⟨hQ s, Set.mem_univ _⟩) h₀
    ⟨by linarith [min_le_left t t₀], by linarith [le_max_left t t₀]⟩

/-- If `F(t)` is continuous, `P' = -i[F(t), P]`, and `P` is idempotent at one time `t₀`,
then `P` is idempotent at every time. -/
theorem idempotent_for_all_times {F P : ℝ → Matrix n n ℂ} (hF : Continuous F)
    (hP : ObeysVonNeumann F P) {t₀ : ℝ} (h₀ : P t₀ * P t₀ = P t₀) (t : ℝ) :
    P t * P t = P t := by
  -- by the Leibniz rule, `P²` solves the same equation as `P`
  have hsq : ObeysVonNeumann F (fun s => P s * P s) := fun s =>
    ((hP s).fun_mul (hP s)).congr_deriv (vonNeumannRate_mul _ _ _).symm
  exact solution_unique hF hsq hP h₀ t

/-- Self-consistent mean field: if the Fock matrix is a continuous function of the density
matrix and `P' = -i[fock(P), P]`, then idempotency at one time persists at every time. -/
theorem selfConsistent_idempotent {fock : Matrix n n ℂ → Matrix n n ℂ}
    (hfock : Continuous fock) {P : ℝ → Matrix n n ℂ}
    (hP : ObeysVonNeumann (fun t => fock (P t)) P) {t₀ : ℝ}
    (h₀ : P t₀ * P t₀ = P t₀) (t : ℝ) : P t * P t = P t := by
  have hc : Continuous P := continuous_iff_continuousAt.2 fun s => (hP s).continuousAt
  exact idempotent_for_all_times (hfock.comp hc) hP h₀ t

/-- The trace of a density matrix that obeys `P' = -i[F(t), P]` is the same at any two
times. -/
theorem trace_conserved {F P : ℝ → Matrix n n ℂ} (hP : ObeysVonNeumann F P) (t t₀ : ℝ) :
    (P t).trace = (P t₀).trace := by
  have h0 : ∀ s, HasDerivAt (fun r => (P r).trace) 0 s := by
    intro s
    have h := (LinearMap.toContinuousLinearMap
      (Matrix.traceLinearMap n ℝ ℂ)).hasFDerivAt.comp_hasDerivAt s (hP s)
    -- the trace of a commutator vanishes
    have e : (vonNeumannRate (F s) (P s)).trace = 0 := by
      rw [vonNeumannRate, Matrix.trace_smul, Matrix.trace_sub,
        Matrix.trace_mul_comm (F s) (P s), sub_self, smul_zero]
    exact h.congr_deriv e
  exact is_const_of_deriv_eq_zero (fun s => (h0 s).differentiableAt)
    (fun s => (h0 s).deriv) t t₀

/-- For continuous Hermitian `F(t)`, a solution that is the density matrix of an
`N`-electron determinant at one time is one at every time. -/
theorem determinant_stays_determinant {F P : ℝ → Matrix n n ℂ} (hF : Continuous F)
    (hH : ∀ t, (F t)ᴴ = F t) (hP : ObeysVonNeumann F P) {N : ℕ} {t₀ : ℝ}
    (h₀ : IsDeterminantDensity N (P t₀)) (t : ℝ) : IsDeterminantDensity N (P t) := by
  -- for Hermitian `F` the adjoint of `P` solves the same equation
  have hadj : ObeysVonNeumann F (fun s => (P s)ᴴ) := by
    intro s
    have e : (vonNeumannRate (F s) (P s))ᴴ = vonNeumannRate (F s) (P s)ᴴ := by
      have hI : star (-Complex.I) = Complex.I := by simp
      rw [vonNeumannRate, vonNeumannRate, Matrix.conjTranspose_smul,
        Matrix.conjTranspose_sub, Matrix.conjTranspose_mul, Matrix.conjTranspose_mul,
        hH s, hI, neg_smul, ← smul_neg, neg_sub]
    -- the adjoint is real-linear, hence commutes with the time derivative
    let L : Matrix n n ℂ →ₗ[ℝ] Matrix n n ℂ :=
      { toFun := fun X => Xᴴ
        map_add' := fun X Y => Matrix.conjTranspose_add X Y
        map_smul' := fun c X => by
          ext i j
          simp [Matrix.conjTranspose_apply] }
    have h := (LinearMap.toContinuousLinearMap L).hasFDerivAt.comp_hasDerivAt s (hP s)
    exact h.congr_deriv e
  exact ⟨solution_unique hF hadj hP h₀.hermitian t,
    idempotent_for_all_times hF hP h₀.idempotent t,
    (trace_conserved hP t t₀).trans h₀.trace_eq⟩

/-- Converse: every differentiable path of idempotent matrices obeys the equation of motion
with the generator `F = i[P', P]`. -/
theorem idempotent_path_obeys {P P' : ℝ → Matrix n n ℂ}
    (hd : ∀ t, HasDerivAt P (P' t) t) (hP : ∀ t, P t * P t = P t) :
    ObeysVonNeumann (fun t => Complex.I • (P' t * P t - P t * P' t)) P := by
  intro t
  -- differentiate `P² = P`
  have e : P' t * P t + P t * P' t = P' t := by
    have h := (hd t).fun_mul (hd t)
    rw [show (fun s => P s * P s) = P from funext hP] at h
    exact h.unique (hd t)
  -- the derivative has no block inside the range of `P`
  have k : P t * P' t * P t = 0 := by
    have h := congrArg (fun X => P t * X) e
    simp only [mul_add, ← mul_assoc, hP t] at h
    linear_combination (norm := abel) h
  refine (hd t).congr_deriv ?_
  have hI : -Complex.I * Complex.I = 1 := by simp
  rw [vonNeumannRate, smul_mul_assoc, mul_smul_comm, ← smul_sub, smul_smul, hI, one_smul]
  symm
  calc (P' t * P t - P t * P' t) * P t - P t * (P' t * P t - P t * P' t)
      = P' t * (P t * P t) + (P t * P t) * P' t
        - (P t * P' t * P t + P t * P' t * P t) := by noncomm_ring
    _ = P' t := by rw [hP t, k, add_zero, sub_zero, e]

end

end MeanFieldIdempotency
```

```lean
#print axioms MeanFieldIdempotency.selfConsistent_idempotent
#print axioms MeanFieldIdempotency.determinant_stays_determinant
#print axioms MeanFieldIdempotency.idempotent_path_obeys
```

```
'MeanFieldIdempotency.selfConsistent_idempotent' depends on axioms: [propext, Classical.choice, Quot.sound]
'MeanFieldIdempotency.determinant_stays_determinant' depends on axioms: [propext, Classical.choice, Quot.sound]
'MeanFieldIdempotency.idempotent_path_obeys' depends on axioms: [propext, Classical.choice, Quot.sound]
```

## Determinants in a time-dependent mean field

In time-dependent Hartree–Fock theory the electrons are described by a single Slater determinant. Its one-particle density matrix in an orthonormal basis is the projector onto the occupied spin orbitals, so $P^2=P$, and every orbital in the range of $P$ has occupation 1. With $\hbar=1$, the matrix evolves by

$$P'(t)=-i\,[F(t),P(t)],$$

where $F$ is the Fock matrix, including any external field. If $P^2=P$ failed at a later time, $P$ would no longer belong to a determinant. In a finite orthonormal basis with continuous $F$, the theorems exclude this for every solution that is idempotent at one time.

## What the Lean statements say

The finite type `n` labels the basis functions, and `Matrix n n ℂ` holds both $F$ and $P$. The function `vonNeumannRate F P` is $-i(FP-PF)$, and `ObeysVonNeumann F P` says that $P$ has this derivative at every real time. The name recalls the von Neumann equation for a many-body density operator; here $P$ is the one-particle density matrix.

The main theorem, `idempotent_for_all_times`, takes a continuous `F`, a solution `P` and one time `t₀` with $P(t_0)^2=P(t_0)$. It concludes $P(t)^2=P(t)$ for every real $t$, earlier or later. The solution is assumed to be given for all times; its existence is not proved. Continuity of $F$ means that an external field may vary quickly but may not jump.

The structure `IsDeterminantDensity N P` collects three properties: $P$ is Hermitian, idempotent and of trace $N$. This is the spin-orbital convention. The closed-shell matrix $R$ over spatial orbitals, common in textbooks, is twice a projector and satisfies $R^2=2R$ instead. The basis is orthonormal and does not move in time.

For a real molecule the mean-field equation in a finite basis is an approximation: interacting electrons do not in general remain in a single determinant, and a finite basis does not in general represent the orbitals exactly.

## Why $P^2$ follows the same equation as $P$

For any matrices $X,Y$, adding and subtracting $XFY$ gives

$$[F,XY]=FXY-XYF=(FX-XF)Y+X(FY-YF)=[F,X]\,Y+X\,[F,Y].$$

This is `vonNeumannRate_mul`, where `noncomm_ring` does the expansion. With the product rule for derivatives,

$$(P^2)'=P'P+PP'=-i\big([F,P]P+P[F,P]\big)=-i[F,P^2].$$

So $P^2$ and $P$ solve the same linear equation, and they agree at $t_0$. It remains to show that two such solutions agree always.

Let $D$ be the difference of two solutions with $D(t_0)=0$. By linearity $D'=-i[F,D]$, and the triangle inequality gives $\|D'\|\le 2\|F\|\,\|D\|$, which is the bound in `norm_vonNeumannRate_le`. A continuous $F$ is bounded on a compact interval containing $t_0$ and $t$, say by $C$. Integrating from $t_0$ gives, for $t\ge t_0$,

$$\|D(t)\|\le 2C\int_{t_0}^{t}\|D(s)\|\,ds ,$$

and Grönwall's inequality forces $D(t)=0$. Earlier times are treated in the same way.

In `solution_unique` the bound $C$ comes from compactness, and `hlip` turns it into a Lipschitz constant $2C$ for the right-hand side. Mathlib's uniqueness theorem for differential equations then replaces the Grönwall step. The interval reaches one unit of time beyond $t$ and $t_0$, so that both lie in its interior. The matrix norm serves only these estimates and the definition of the derivative; in finite dimension the choice of norm does not affect which functions are differentiable.

In the main theorem, `hsq` states that $P^2$ is a solution, and `solution_unique` finishes the argument.

## Self-consistency, electron number and Hermiticity

In Hartree–Fock theory $F$ depends on $P$, so the equation is nonlinear. The theorem `selfConsistent_idempotent` assumes $F(t)=f(P(t))$ with a continuous function $f$, called `fock` in the code. A given solution $P$ is differentiable, hence continuous, so $F(t)$ is a continuous function of time along it. The previous argument then applies, with $P$ and $P^2$ compared under the same $F(t)$, the one built from $P$. A time-dependent external field makes $f$ depend on time as well, which this theorem does not include. If $F(t)=f(t,P(t))$ with $f$ jointly continuous, $F(t)$ is again continuous along the solution, and `idempotent_for_all_times` applies directly.

The electron number is conserved because $\operatorname{tr}(FP)=\operatorname{tr}(PF)$, so the trace has zero derivative. The theorem `trace_conserved` needs no continuity of $F$.

For Hermitian $F$, taking the adjoint of the equation gives

$$(P^\dagger)'=\big(-i(FP-PF)\big)^\dagger=i(P^\dagger F-FP^\dagger)=-i[F,P^\dagger].$$

Thus $P^\dagger$ is a solution too, and if it equals $P$ at $t_0$ it does so always. In Lean the adjoint enters as the map `L`, which is linear over the real numbers; that suffices because time is real. The theorem `determinant_stays_determinant` combines the three properties. It assumes that $F(t)$ is Hermitian at every time; when $F$ is built from $P$, this has to be established separately.

If $F$ is not Hermitian, idempotency and trace still persist, but $P$ may turn into an oblique projector. An absorbing potential is a different case: it leads to $P'=-i(FP-PF^\dagger)$, which is not the commutator equation treated here.

## A generator for any path of projectors

Conversely, let $P(t)$ be any differentiable path of idempotent matrices. Differentiating $P^2=P$ gives $P'P+PP'=P'$. Multiplying by $P$ from the left yields $PP'P+PP'=PP'$, so $PP'P=0$. These are the facts `e` and `k` in `idempotent_path_obeys`. For $F=i(P'P-PP')$ one finds

$$-i[F,P]=(P'P-PP')P-P(P'P-PP')=P'P+PP'-2PP'P=P'.$$

The path therefore obeys the equation of motion with this $F$. The generator is not unique, since adding a matrix that commutes with $P$ changes nothing, and it need not be the Fock matrix of any system. It also need not be continuous, because $P'$ is not assumed to be.

## One orbital, and one time step

With a single orbital all matrices are numbers, the commutator vanishes, and $P$ keeps its initial value, 0 or 1.

A real-time calculation advances $P$ in steps of length $\Delta t$, and whether a step keeps idempotency depends on its form; the following algebra is separate from the Lean theorems. If $F$ is held fixed during the step and $U=e^{-i\Delta t F}$, the update $P_1=UPU^{-1}$ gives

$$P_1^2=UP^2U^{-1}=P_1 .$$

The Euler update $P_1=P+\Delta t\,P'$ gives instead, using $P^2=P$ and $P'P+PP'=P'$,

$$P_1^2-P_1=\Delta t^2\,(P')^2 .$$

In the two-orbital example, the Euler step moves $\mathbf s$ along the tangent of the unit sphere and so makes it longer whenever $\mathbf w\times\mathbf s\neq 0$, whereas the exponential step rotates it.
